# Nonretarded Lifshitz repulsion is weaker than the attraction found by reversing every reflection product

Suppose that only the static frequency contributes to the van der Waals energy of two walls across a liquid. Let x, with 0 < x ≤ 1, be the product of the walls' reflection coefficients. At thermal energy kT and separation l, the nonretarded energy per area is −(C/2) L(x), where C = kT/(8πl²) and

L(x) = x + x²/8 + x³/27 + …

L(−x) = −x + x²/8 − x³/27 + …

Reversing the sign of x turns attraction into repulsion. The first-order terms are exactly opposite, but the quadratic term is attractive for both signs, so the repulsion is weaker.

## Even powers survive

Write L(x) = Σ xᵖ/p³ over p ≥ 1. For |x| ≤ 1 it converges, since each term is at most 1/p³ in magnitude. In L(x) + L(−x) the odd powers cancel and the even powers p = 2k double:

L(x) + L(−x) = Σ 2x²ᵏ/(8k³) = L(x²)/4.

The terms beyond the first are bounded by

|L(x) − x| ≤ x² Σ_{p≥2} 1/p³ = (L(1) − 1) x².

Now let rₙ, with |rₙ| ≤ 1, be the reflection product at Matsubara frequency n = 0, 1, 2, …, and set

E(r) = −C [L(r₀)/2 + Σ_{n≥1} L(rₙ)].

Since |L(rₙ)| ≤ |rₙ| + (L(1) − 1) rₙ² ≤ L(1)|rₙ|, the sum converges when the rₙ are summable. Adding frequency by frequency gives

E(r) + E(−r) = E(r²)/4.

Let all rₙ lie in [0, 1], not all zero. Then L(rₙ) ≥ rₙ makes E(r) and E(r²) negative, so E(−r) < −E(r). Also rₙ² ≤ rₙ gives L(rₙ²) ≤ L(rₙ), hence E(r²) ≥ E(r) and

E(−r) = −E(r) + E(r²)/4 ≥ −(3/4) E(r) > 0.

The factor 3/4 is attained by the idealised sequence with r₀ = 1 and all other products zero, because L(−1) = −(3/4) L(1). For a single small product x the ratio of repulsion to attraction tends to 1.

If the products have mixed signs, E(r) + E(−r) is still negative, but reversing every sign need not turn attraction into repulsion. Take the idealised sequence r₀ = 1, r₁ = −1/2 and the rest zero, chosen for its arithmetic and not as a model of real materials: E(r) ≈ −0.128 C and E(−r) ≈ −0.086 C, so both energies are attractive.

A Hamaker constant estimated from the first-order term alone makes the two strengths equal; in this nonretarded model of two half-spaces, with products of one sign, the repulsion actually falls short by at most a quarter.

## Energies and walls in Lean

```lean
import Mathlib

open Real

namespace LifshitzRepulsion

noncomputable section
```

The summation index in `L` starts at zero, so p = n + 1.

```lean
/-- The series `L(x) = ∑ xⁿ/n³` over `n ≥ 1`, for `|x| ≤ 1`; the index is shifted by one. -/
def L (x : ℝ) : ℝ := ∑' n : ℕ, x ^ (n + 1) / ((n : ℝ) + 1) ^ 3
```

In `lifshitzEnergy`, `r` is any real sequence indexed by the Matsubara frequencies, and the static term has weight one half.

```lean
/-- Nonretarded Lifshitz free energy per area at thermal energy `kT` and separation `l ≠ 0`, for
summable reflection products `r n` of magnitude at most one at the Matsubara frequencies; the static
term counts half. -/
def lifshitzEnergy (kT l : ℝ) (r : ℕ → ℝ) : ℝ :=
  -(kT / (8 * π * l ^ 2)) * (L (r 0) / 2 + ∑' n : ℕ, L (r (n + 1)))
```

A wall enters through its real permittivity at each imaginary frequency. Retardation, magnetic response and layered walls are absent from the model. A conductor's infinite static permittivity is not covered by `wallEnergy`, but its limiting reflection coefficient 1 can enter the products in `lifshitzEnergy` directly.

```lean
/-- Nonretarded reflection coefficient of a wall of permittivity `ε` in a medium of
permittivity `m`, for `ε + m ≠ 0`. -/
def reflection (ε m : ℝ) : ℝ := (ε - m) / (ε + m)

/-- Free energy per area of walls `a` and `b` across a medium `m`, each given by its permittivity at
the Matsubara frequencies, for `l ≠ 0`, positive permittivities and summable reflection products. -/
def wallEnergy (kT l : ℝ) (a b m : ℕ → ℝ) : ℝ :=
  lifshitzEnergy kT l (fun n => reflection (a n) (m n) * reflection (b n) (m n))
```

## The series

Convergence follows by comparison with Σ 1/p³.

```lean
/-- The series `L(x)` converges for `|x| ≤ 1`. -/
theorem summable_term {x : ℝ} (hx : |x| ≤ 1) :
    Summable (fun n : ℕ => x ^ (n + 1) / ((n : ℝ) + 1) ^ 3) := by
  have h := (summable_nat_add_iff 1).2
    (Real.summable_one_div_nat_pow.2 (by norm_num : 1 < 3))
  have h' : Summable (fun n : ℕ => 1 / ((n : ℝ) + 1) ^ 3) := by
    simpa only [Nat.cast_add, Nat.cast_one] using h
  refine Summable.of_norm_bounded h' (fun n => ?_)
  have p : |x| ^ (n + 1) ≤ 1 := pow_le_one₀ (abs_nonneg x) hx
  rw [Real.norm_eq_abs, abs_div, abs_pow x,
    abs_of_pos (by positivity : (0 : ℝ) < ((n : ℝ) + 1) ^ 3)]
  gcongr
```

The duplication identity splits the summed series `f` by index. Because of the shift, even indices carry the odd powers, which vanish (`he`), and odd indices carry the doubled even powers (`ho`). `HasSum.even_add_odd` reassembles them, and uniqueness of the sum gives the equality.

```lean
/-- For `|x| ≤ 1`, the sum of `L` at opposite arguments is `L(x²)/4`. -/
theorem L_add_L_neg {x : ℝ} (hx : |x| ≤ 1) : L x + L (-x) = L (x ^ 2) / 4 := by
  have hx2 : |x ^ 2| ≤ 1 := by
    rw [abs_pow]
    exact pow_le_one₀ (abs_nonneg x) hx
  have hxn : |-x| ≤ 1 := by rwa [abs_neg]
  obtain ⟨f, hf⟩ : ∃ f : ℕ → ℝ, f = fun n : ℕ =>
    x ^ (n + 1) / ((n : ℝ) + 1) ^ 3 + (-x) ^ (n + 1) / ((n : ℝ) + 1) ^ 3 := ⟨_, rfl⟩
  -- odd powers cancel
  have he : ∀ k : ℕ, f (2 * k) = 0 := by
    intro k
    have h : (-x) ^ (2 * k + 1) = -x ^ (2 * k + 1) := Odd.neg_pow ⟨k, rfl⟩ x
    simp only [hf, h]
    ring
  -- even powers double
  have ho : ∀ k : ℕ, f (2 * k + 1) = (x ^ 2) ^ (k + 1) / ((k : ℝ) + 1) ^ 3 / 4 := by
    intro k
    have h2 : x ^ (2 * k + 1 + 1) = (x ^ 2) ^ (k + 1) := by ring
    have h : (-x) ^ (2 * k + 1 + 1) = (x ^ 2) ^ (k + 1) := by
      rw [Even.neg_pow ⟨k + 1, by omega⟩ x, h2]
    have e : (((2 * k + 1 : ℕ) : ℝ) + 1) ^ 3 = 8 * ((k : ℝ) + 1) ^ 3 := by
      push_cast
      ring
    have key : ∀ a D : ℝ, a / (8 * D) + a / (8 * D) = a / D / 4 := by
      intro a D
      ring
    simp only [hf]
    rw [h, h2, e]
    exact key _ _
  have H : HasSum f (0 + L (x ^ 2) / 4) := by
    refine HasSum.even_add_odd ?_ ?_
    · simp only [he]
      exact hasSum_zero
    · simp only [ho]
      exact (summable_term hx2).hasSum.div_const 4
  have G : HasSum f (L x + L (-x)) := by
    rw [hf]
    exact (summable_term hx).hasSum.add (summable_term hxn).hasSum
  rw [G.unique H, zero_add]
```

The next two lemmas split off or retain the first term, giving the error bound and L(x) ≥ x.

```lean
/-- For `|x| ≤ 1`, `L(x)` equals its first-order term `x` up to an error of at most
`(L(1) - 1) x²`. -/
theorem abs_L_sub_le {x : ℝ} (hx : |x| ≤ 1) : |L x - x| ≤ (L 1 - 1) * x ^ 2 := by
  have head : ∀ y : ℝ, |y| ≤ 1 →
      L y - y = ∑' n : ℕ, y ^ (n + 1 + 1) / (((n + 1 : ℕ) : ℝ) + 1) ^ 3 := by
    intro y hy
    have t : L y = y ^ (0 + 1) / (((0 : ℕ) : ℝ) + 1) ^ 3
        + ∑' n : ℕ, y ^ (n + 1 + 1) / (((n + 1 : ℕ) : ℝ) + 1) ^ 3 :=
      (summable_term hy).tsum_eq_zero_add
    have e0 : y ^ (0 + 1) / (((0 : ℕ) : ℝ) + 1) ^ 3 = y := by norm_num
    rw [e0] at t
    linarith
  have h1 : |(1 : ℝ)| ≤ 1 := by norm_num
  have s := ((summable_nat_add_iff 1).2 (summable_term h1)).hasSum.mul_left (x ^ 2)
  rw [head x hx, head 1 h1, mul_comm, ← Real.norm_eq_abs]
  refine tsum_of_norm_bounded s (fun n => ?_)
  have p : |x| ^ (n + 1 + 1) ≤ x ^ 2 := by
    rw [← sq_abs x]
    exact pow_le_pow_of_le_one (abs_nonneg x) hx (by omega)
  rw [Real.norm_eq_abs, abs_div, abs_pow x,
    abs_of_pos (by positivity : (0 : ℝ) < (((n + 1 : ℕ) : ℝ) + 1) ^ 3), one_pow, mul_one_div]
  gcongr

/-- For `0 ≤ x ≤ 1`, `L(x)` is at least its first-order term `x`. -/
theorem le_L {x : ℝ} (h0 : 0 ≤ x) (h1 : x ≤ 1) : x ≤ L x := by
  have t : x ^ (0 + 1) / (((0 : ℕ) : ℝ) + 1) ^ 3 ≤ L x :=
    (summable_term (abs_le.2 ⟨by linarith, h1⟩)).le_tsum 0 (fun j _ => by positivity)
  have e0 : x ^ (0 + 1) / (((0 : ℕ) : ℝ) + 1) ^ 3 = x := by norm_num
  rwa [e0] at t
```

## Summing over frequencies

Summability of `r` stands for walls and liquid becoming transparent at high frequency: permittivities approaching 1 as 1/ξ² in the imaginary frequency ξ give products falling as 1/ξ⁴.

```lean
/-- If the reflection products are summable and at most one in magnitude, the sum of `L(r n)` over
the frequencies converges. -/
theorem summable_L {r : ℕ → ℝ} (hs : Summable r) (h1 : ∀ n, |r n| ≤ 1) :
    Summable (fun n => L (r n)) := by
  refine Summable.of_norm_bounded (hs.abs.mul_left (L 1)) (fun n => ?_)
  have a := abs_L_sub_le (h1 n)
  have b : 1 ≤ L 1 := le_L zero_le_one le_rfl
  have c : r n ^ 2 ≤ |r n| := by
    rw [← sq_abs]
    nlinarith [abs_nonneg (r n), h1 n]
  have d : |L (r n)| ≤ |L (r n) - r n| + |r n| := by
    simpa using abs_add_le (L (r n) - r n) (r n)
  rw [Real.norm_eq_abs]
  nlinarith [mul_le_mul_of_nonneg_left c (sub_nonneg.2 b)]
```

The identity for the energies combines the static term, halved, with the sum `T` over the others.

```lean
/-- For summable reflection products of magnitude at most one, the energies at `r` and `-r` add up
to a quarter of the energy at the squared products. -/
theorem energy_add_energy_neg (kT l : ℝ) {r : ℕ → ℝ} (hs : Summable r) (h1 : ∀ n, |r n| ≤ 1) :
    lifshitzEnergy kT l r + lifshitzEnergy kT l (fun n => -r n)
      = lifshitzEnergy kT l (fun n => r n ^ 2) / 4 := by
  have hs' : Summable (fun n => r (n + 1)) := (summable_nat_add_iff 1).2 hs
  have hn : Summable (fun n => -r (n + 1)) := hs'.neg
  have sU := summable_L hs' (fun n => h1 (n + 1))
  have sV := summable_L hn (fun n => by rw [abs_neg]; exact h1 (n + 1))
  have T : ∑' n : ℕ, L (r (n + 1)) + ∑' n : ℕ, L (-r (n + 1))
      = (∑' n : ℕ, L (r (n + 1) ^ 2)) / 4 := by
    rw [← Summable.tsum_add sU sV, ← tsum_div_const]
    exact tsum_congr (fun n => L_add_L_neg (h1 (n + 1)))
  simp only [lifshitzEnergy]
  linear_combination (-(kT / (8 * π * l ^ 2))) * (L_add_L_neg (h1 0) / 2 + T)
```

For negativity, the positive product may sit at the static frequency or at a later one; the two cases are treated separately.

```lean
/-- At positive `kT` and `l`, summable reflection products in `[0, 1]` that are not all zero give a
negative energy. -/
theorem energy_neg {kT l : ℝ} (hT : 0 < kT) (hl : 0 < l) {r : ℕ → ℝ} (hs : Summable r)
    (h0 : ∀ n, 0 ≤ r n) (h1 : ∀ n, r n ≤ 1) (hr : ∃ k, 0 < r k) :
    lifshitzEnergy kT l r < 0 := by
  have hL : ∀ n, r n ≤ L (r n) := fun n => le_L (h0 n) (h1 n)
  have hp : ∀ n, 0 ≤ L (r n) := fun n => (h0 n).trans (hL n)
  have hs' : Summable (fun n => r (n + 1)) := (summable_nat_add_iff 1).2 hs
  have sU := summable_L hs' (fun n => abs_le.2 ⟨by linarith [h0 (n + 1)], h1 (n + 1)⟩)
  have W : 0 < L (r 0) / 2 + ∑' n : ℕ, L (r (n + 1)) := by
    obtain ⟨k, hk⟩ := hr
    cases k with
    | zero =>
      have t : 0 ≤ ∑' n : ℕ, L (r (n + 1)) := tsum_nonneg (fun n => hp (n + 1))
      linarith [hL 0]
    | succ j =>
      have t : L (r (j + 1)) ≤ ∑' n : ℕ, L (r (n + 1)) :=
        sU.le_tsum j (fun i _ => hp (i + 1))
      linarith [hL (j + 1), hp 0]
  have C : 0 < kT / (8 * π * l ^ 2) := by positivity
  unfold lifshitzEnergy
  linarith [mul_pos C W]
```

The main comparison uses the identity `I`, the signs `E1` and `E2`, and the monotonicity `M`, which is E(r) ≤ E(r²). Linear arithmetic then yields repulsion, strict weakness and the factor 3/4.

```lean
/-- At positive `kT` and `l`, take summable reflection products in `[0, 1]`, not all zero. Reversing
all their signs gives a positive energy, strictly smaller in magnitude than the original one and
at least three quarters of it. -/
theorem repulsion_weaker {kT l : ℝ} (hT : 0 < kT) (hl : 0 < l) {r : ℕ → ℝ} (hs : Summable r)
    (h0 : ∀ n, 0 ≤ r n) (h1 : ∀ n, r n ≤ 1) (hr : ∃ k, 0 < r k) :
    0 < lifshitzEnergy kT l (fun n => -r n) ∧
    lifshitzEnergy kT l (fun n => -r n) < -lifshitzEnergy kT l r ∧
    3 / 4 * -lifshitzEnergy kT l r ≤ lifshitzEnergy kT l (fun n => -r n) := by
  have ha : ∀ n, |r n| ≤ 1 := fun n => abs_le.2 ⟨by linarith [h0 n], h1 n⟩
  have q : ∀ n, r n ^ 2 ≤ r n := fun n => by nlinarith [h0 n, h1 n]
  have q1 : ∀ n, r n ^ 2 ≤ 1 := fun n => (q n).trans (h1 n)
  have qa : ∀ n, |r n ^ 2| ≤ 1 := fun n => by
    rw [abs_of_nonneg (sq_nonneg (r n))]
    exact q1 n
  have hs2 : Summable (fun n => r n ^ 2) :=
    Summable.of_nonneg_of_le (fun n => sq_nonneg (r n)) q hs
  have E1 := energy_neg hT hl hs h0 h1 hr
  have E2 := energy_neg hT hl hs2 (fun n => sq_nonneg (r n)) q1
    (hr.imp fun k hk => pow_pos hk 2)
  have I := energy_add_energy_neg kT l hs ha
  -- squaring a reflection product in [0, 1] does not increase `L`
  have mono : ∀ n, L (r n ^ 2) ≤ L (r n) := by
    intro n
    refine Summable.tsum_le_tsum (fun i => ?_) (summable_term (qa n)) (summable_term (ha n))
    have p : (r n ^ 2) ^ (i + 1) ≤ r n ^ (i + 1) := pow_le_pow_left₀ (sq_nonneg _) (q n) _
    gcongr
  have hs' : Summable (fun n => r (n + 1)) := (summable_nat_add_iff 1).2 hs
  have hs2' : Summable (fun n => r (n + 1) ^ 2) := (summable_nat_add_iff 1).2 hs2
  have T : ∑' n : ℕ, L (r (n + 1) ^ 2) ≤ ∑' n : ℕ, L (r (n + 1)) :=
    Summable.tsum_le_tsum (fun n => mono (n + 1)) (summable_L hs2' (fun n => qa (n + 1)))
      (summable_L hs' (fun n => ha (n + 1)))
  have W : L (r 0 ^ 2) / 2 + ∑' n : ℕ, L (r (n + 1) ^ 2)
      ≤ L (r 0) / 2 + ∑' n : ℕ, L (r (n + 1)) := by linarith [mono 0]
  have C : 0 ≤ kT / (8 * π * l ^ 2) := by positivity
  have M : lifshitzEnergy kT l r ≤ lifshitzEnergy kT l (fun n => r n ^ 2) := by
    simp only [lifshitzEnergy]
    linarith [mul_le_mul_of_nonneg_left W C]
  exact ⟨by linarith, by linarith, by linarith⟩
```

## A liquid between two walls

Equal magnitudes can be realised by a mirror wall. Replacing permittivity a by m²/a in a medium m gives

(m²/a − m)/(m²/a + m) = (m − a)/(m + a),

the original coefficient with its sign reversed.

```lean
/-- For positive permittivities, replacing a wall `a` in a medium `m` by one of permittivity `m²/a`
reverses the sign of its reflection coefficient. -/
theorem reflection_mirror {a m : ℝ} (ha : 0 < a) (hm : 0 < m) :
    reflection (m ^ 2 / a) m = -reflection a m := by
  have e : m / a * a = m := div_mul_cancel₀ m ha.ne'
  have h1 : m ^ 2 / a - m = m / a * (m - a) := by linear_combination e
  have h2 : m ^ 2 / a + m = m / a * (m + a) := by linear_combination (-1 : ℝ) * e
  unfold reflection
  rw [h1, h2, mul_div_mul_left _ _ (div_pos hm ha).ne']
  ring
```

If a < m < b at every frequency, one coefficient is negative and the other positive, so every product is negative. The last theorem applies `repulsion_weaker` to the negated products, which belong to the mirror wall. That wall is defined by its permittivities; whether a material has them is a separate question.

```lean
/-- Let a liquid's permittivity lie strictly between those of two walls at every Matsubara
frequency, all positive, with summable reflection products. At positive `kT` and `l` the energy is
positive, and smaller in magnitude than the negative energy with wall `a` replaced by `m²/a`. -/
theorem intermediate_liquid {kT l : ℝ} (hT : 0 < kT) (hl : 0 < l) {a b m : ℕ → ℝ}
    (ha : ∀ n, 0 < a n) (ham : ∀ n, a n < m n) (hmb : ∀ n, m n < b n)
    (hs : Summable (fun n => reflection (a n) (m n) * reflection (b n) (m n))) :
    0 < wallEnergy kT l a b m ∧
    wallEnergy kT l a b m < -wallEnergy kT l (fun n => m n ^ 2 / a n) b m := by
  have hn : ∀ n, 0 < -(reflection (a n) (m n) * reflection (b n) (m n)) ∧
      -(reflection (a n) (m n) * reflection (b n) (m n)) ≤ 1 := by
    intro n
    have A := ha n
    have B := ham n
    have D := hmb n
    have p0 : 0 < -reflection (a n) (m n) := by
      unfold reflection
      rw [← neg_div]
      exact div_pos (by linarith) (by linarith)
    have p1 : -reflection (a n) (m n) ≤ 1 := by
      unfold reflection
      rw [← neg_div]
      exact (div_le_one (by linarith)).2 (by linarith)
    have q0 : 0 < reflection (b n) (m n) := div_pos (by linarith) (by linarith)
    have q1 : reflection (b n) (m n) ≤ 1 := (div_le_one (by linarith)).2 (by linarith)
    exact ⟨by linarith [mul_pos p0 q0],
      by linarith [mul_nonneg p0.le (sub_nonneg.2 q1)]⟩
  -- the mirror wall reverses every reflection product
  have e : wallEnergy kT l (fun n => m n ^ 2 / a n) b m = lifshitzEnergy kT l
      (fun n => -(reflection (a n) (m n) * reflection (b n) (m n))) := by
    unfold wallEnergy
    congr 1
    funext n
    rw [reflection_mirror (ha n) ((ha n).trans (ham n)), neg_mul]
  have H := repulsion_weaker hT hl hs.neg (fun n => (hn n).1.le) (fun n => (hn n).2)
    ⟨0, (hn 0).1⟩
  simp only [neg_neg] at H
  rw [e]
  exact ⟨H.1, H.2.1⟩

end

end LifshitzRepulsion
```

```lean
#print axioms LifshitzRepulsion.repulsion_weaker
#print axioms LifshitzRepulsion.intermediate_liquid
```

```
'LifshitzRepulsion.repulsion_weaker' depends on axioms: [propext, Classical.choice, Quot.sound]
'LifshitzRepulsion.intermediate_liquid' depends on axioms: [propext, Classical.choice, Quot.sound]
```
